# On a finite tree, consistent pair probabilities are the edge marginals of their Bethe product

Three alloy sites form a chain 1–2–3. The pair probabilities $p_{12}$ and $p_{23}$ share the site probability $p_2>0$. Summing $p_{12}(a,b)\,p_{23}(b,c)/p_2(b)$ over $c$ leaves $p_{12}(a,b)$, since $\sum_c p_{23}(b,c)=p_2(b)$. An end site can thus be summed away.

For larger trees, `V` is the finite set of sites, `S` the finite set of species, and `s : V → S` a configuration.

```lean
import Mathlib

open Finset Function

namespace BetheTree

variable {V S : Type*} [Fintype V] [DecidableEq V] [Fintype S]
```

The data are `site i a`, written $p_i(a)$, and `pair i j a b`, written $p_{ij}(a,b)$. Site probabilities are positive: every species can occur on every site. Pair probabilities may vanish, which allows forbidden neighbours. They are given, not derived from energies and a temperature.

```lean
/-- Positive site distributions and nonnegative pair distributions on the edges of a graph,
where each pair distribution has the site distributions as its marginals. -/
structure PairFamily (G : SimpleGraph V) (S : Type*) [Fintype S] where
  site : V → S → ℝ
  pair : V → V → S → S → ℝ
  site_pos : ∀ i a, 0 < site i a
  site_sum : ∀ i, ∑ a, site i a = 1
  pair_symm : ∀ i j a b, pair i j a b = pair j i b a
  pair_nonneg : ∀ i j, G.Adj i j → ∀ a b, 0 ≤ pair i j a b
  pair_sum : ∀ i j, G.Adj i j → ∀ a, ∑ b, pair i j a b = site i a
```

Edges are unordered pairs (`Sym2 V`), so edge quantities must be symmetric.

```lean
/-- The product of a site quantity over the two ends of an edge. -/
def endProd (x : V → ℝ) : Sym2 V → ℝ :=
  Sym2.lift ⟨fun i j => x i * x j, fun i j => mul_comm (x i) (x j)⟩

variable {G : SimpleGraph V} [DecidableRel G.Adj]

/-- The pair probability that a configuration gives to an edge. -/
def PairFamily.edgeWeight (D : PairFamily G S) (s : V → S) : Sym2 V → ℝ :=
  Sym2.lift ⟨fun i j => D.pair i j (s i) (s j), fun i j => D.pair_symm i j (s i) (s j)⟩
```

With $d_i$ the number of neighbours of $i$, the Bethe weight is $B(s)=\prod_{ij}p_{ij}(s_i,s_j)\big/\prod_i p_i(s_i)^{d_i-1}$. The exponent is an integer, so a lone site has $B=p_i$.

```lean
/-- The Bethe weight: the product of edge distributions divided by each site distribution
to the power degree minus one. -/
noncomputable def PairFamily.betheWeight (D : PairFamily G S) (s : V → S) : ℝ :=
  (∏ e ∈ G.edgeFinset, D.edgeWeight s e) / ∏ i, D.site i (s i) ^ ((G.degree i : ℤ) - 1)
```

Each edge has a correlation factor $g_{ij}=p_{ij}/(p_ip_j)$. For a cluster $U$ with internal edges $E(U)$, let $W_U(s)=\prod_v p_v(s_v)\prod_{e\in E(U)}g_e(s)$; the first product runs over all sites.

```lean
/-- The correlation factor of an edge: pair probability over the product of site probabilities. -/
noncomputable def PairFamily.corr (D : PairFamily G S) (s : V → S) (e : Sym2 V) : ℝ :=
  D.edgeWeight s e / endProd (fun v => D.site v (s v)) e

/-- The edges with both ends in the cluster `U`. -/
def clusterEdges (G : SimpleGraph V) [DecidableRel G.Adj] (U : Finset V) : Finset (Sym2 V) :=
  G.edgeFinset.filter (fun e => e ∈ U.sym2)

/-- The weight of independent sites, corrected by the correlation factors inside `U` only. -/
noncomputable def PairFamily.clusterWeight (D : PairFamily G S) (U : Finset V) (s : V → S) : ℝ :=
  (∏ v, D.site v (s v)) * ∏ e ∈ clusterEdges G U, D.corr s e
```

## (a) Counting edge ends

For real numbers $x_v$, show that $\prod_v x_v^{d_v}=\prod_{ij}x_ix_j$, the right side running over edges.

Site $v$ is an end of $d_v$ edges, so $x_v$ occurs $d_v$ times on the right. In Lean, `prod_comm` exchanges the products over sites and edges.

```lean
/-- A product of site quantities to the power degree is a product over the ends of all edges. -/
theorem prod_pow_degree (x : V → ℝ) :
    ∏ v, x v ^ G.degree v = ∏ e ∈ G.edgeFinset, endProd x e := by
  have h : ∀ v, x v ^ G.degree v = ∏ e ∈ G.edgeFinset, if v ∈ e then x v else 1 := by
    intro v
    rw [← G.card_incidenceFinset_eq_degree, G.incidenceFinset_eq_filter, ← prod_const,
      prod_filter]
  rw [prod_congr rfl fun v _ => h v, prod_comm]
  refine prod_congr rfl fun e he => ?_
  induction e using Sym2.ind with
  | _ a b =>
    have hab : G.Adj a b := by simpa using he
    rw [Fintype.prod_eq_mul a b hab.ne (fun v hv => by simp [hv.1, hv.2])]
    simp [endProd]
```

## (b) Independent sites with correlations

Show that $B(s)=W_V(s)$.

By (a),
$$B=\prod_i p_i\,\frac{\prod_{ij}p_{ij}}{\prod_i p_i^{d_i}}=\prod_i p_i\prod_{ij}\frac{p_{ij}}{p_ip_j}.$$

```lean
/-- The Bethe weight is the weight of independent sites times the correlation factors
of all edges. -/
theorem betheWeight_eq (D : PairFamily G S) (s : V → S) :
    D.betheWeight s = D.clusterWeight univ s := by
  have hE : clusterEdges G univ = G.edgeFinset := by
    ext e
    simp [clusterEdges]
  have hz : ∀ v, D.site v (s v) ^ ((G.degree v : ℤ) - 1)
      = D.site v (s v) ^ G.degree v * (D.site v (s v))⁻¹ := fun v => by
    rw [zpow_sub_one₀ (D.site_pos v (s v)).ne', zpow_natCast]
  simp only [PairFamily.betheWeight, PairFamily.clusterWeight, PairFamily.corr, hE]
  rw [prod_congr rfl fun v _ => hz v, prod_mul_distrib, prod_inv_distrib,
    prod_pow_degree (fun v => D.site v (s v)), prod_div_distrib]
  simp only [div_eq_mul_inv, mul_inv, inv_inv]
  ring
```

## (c) Summing over one site first

Write $s^{v\to c}$ (`update s v c`) for $s$ with species $c$ placed on $v$. Suppose $\sum_cF(s^{v\to c})=\sum_cH(s^{v\to c})$ for every $s$. Show that $\sum_sF(s)=\sum_sH(s)$.

Summing over $s$ as well counts each configuration $|S|$ times, so
$$\sum_s\sum_cF(s^{v\to c})=|S|\sum_sF(s),$$
and likewise for $H$. Divide by $|S|$; if $S$ is empty, both totals vanish. Lean gets the count from the involution that swaps $s_v$ with $c$.

```lean
/-- Two weights that agree after summation over the species on one site have the same total. -/
theorem sum_eq_of_site_sum (v : V) (F H : (V → S) → ℝ)
    (h : ∀ s, ∑ c, F (update s v c) = ∑ c, H (update s v c)) : ∑ s, F s = ∑ s, H s := by
  have key : ∀ K : (V → S) → ℝ,
      ∑ s, ∑ c, K (update s v c) = (Fintype.card S : ℝ) * ∑ s, K s := by
    intro K
    -- exchanging the species on the site with an external one is an involution
    have hinv : Involutive (fun q : (V → S) × S => (update q.1 v q.2, q.1 v)) :=
      fun q => by simp
    calc _ = ∑ q : (V → S) × S, K (update q.1 v q.2) := by rw [Fintype.sum_prod_type]
      _ = ∑ q : (V → S) × S, K q.1 := Equiv.sum_comp hinv.toPerm (fun q => K q.1)
      _ = _ := by rw [Fintype.sum_prod_type]; simp [mul_sum]
  rcases isEmpty_or_nonempty S with hS | hS
  · have : IsEmpty (V → S) := ⟨fun s => isEmptyElim (s v)⟩
    simp
  · have hc : (Fintype.card S : ℝ) ≠ 0 := by exact_mod_cast Fintype.card_ne_zero
    apply mul_left_cancel₀ hc
    rw [← key F, ← key H]
    exact sum_congr rfl fun s _ => h s
```

## (d) Edges gained by a cluster

Let $u$ be the only neighbour of $v$ in $U$. Show that $E(U\cup\{v\})=E(U)\cup\{uv\}$.

A new edge ends at $v$. Its other end is in $U$, hence is $u$. Lean goes through the possible ends.

```lean
/-- If `u` is the only neighbour of `v` in `U`, the edges inside `U ∪ {v}` are those inside `U`
together with the edge `uv`. -/
theorem clusterEdges_insert {U : Finset V} {u v : V} (hu : u ∈ U) (hvu : G.Adj v u)
    (huniq : ∀ x ∈ U, G.Adj v x → x = u) :
    clusterEdges G (insert v U) = insert s(v, u) (clusterEdges G U) := by
  ext e
  induction e using Sym2.ind with
  | _ x y =>
    simp only [clusterEdges, mem_filter, SimpleGraph.mem_edgeFinset, SimpleGraph.mem_edgeSet,
      mk_mem_sym2_iff, mem_insert, Sym2.eq_iff]
    constructor
    · rintro ⟨h, rfl | hx, rfl | hy⟩
      · exact absurd rfl h.ne
      · exact Or.inl (Or.inl ⟨rfl, huniq _ hy h⟩)
      · exact Or.inl (Or.inr ⟨huniq _ hx h.symm, rfl⟩)
      · exact Or.inr ⟨h, hx, hy⟩
    · rintro ((⟨rfl, rfl⟩ | ⟨rfl, rfl⟩) | ⟨h, hx, hy⟩)
      · exact ⟨hvu, Or.inl rfl, Or.inr hu⟩
      · exact ⟨hvu.symm, Or.inr hu, Or.inl rfl⟩
      · exact ⟨h, Or.inr hx, Or.inr hy⟩
```

## (e) Neighbours across the boundary

In a graph without cycles, let $v$ lie outside a connected cluster $U$ and be adjacent to $u,x\in U$. Show that $x=u$.

Otherwise $x$–$v$–$u$ is a path, and a second path joins $x$ to $u$ inside $U$. Paths in such a graph are unique, yet only the first contains $v$. In Lean, connectedness means walks within $U$ to a site `r`; `bypass` turns the joined walks into a path.

```lean
omit [Fintype V] [DecidableRel G.Adj] in
/-- In a graph without cycles, a site outside a connected cluster has at most one neighbour
in it. -/
theorem unique_neighbour (hG : G.IsAcyclic) {U : Finset V} {r u v x : V}
    (hU : ∀ x ∈ U, ∃ w : G.Walk x r, ∀ z ∈ w.support, z ∈ U) (hv : v ∉ U)
    (hu : u ∈ U) (hx : x ∈ U) (hvu : G.Adj v u) (hvx : G.Adj v x) : x = u := by
  by_contra hne
  obtain ⟨wx, hwx⟩ := hU x hx
  obtain ⟨wu, hwu⟩ := hU u hu
  have hp : (SimpleGraph.Walk.cons hvx.symm (.cons hvu .nil)).IsPath := by
    simp [SimpleGraph.Walk.cons_isPath_iff, hvx.ne', hvu.ne, hne]
  -- the path through `v` must equal the path inside the cluster
  have heq : SimpleGraph.Walk.cons hvx.symm (.cons hvu .nil) = (wx.append wu.reverse).bypass :=
    congrArg Subtype.val
      (@Subsingleton.elim _ (hG.subsingleton_path x u) ⟨_, hp⟩
        ⟨_, SimpleGraph.Walk.bypass_isPath (wx.append wu.reverse)⟩)
  have hm : v ∈ (SimpleGraph.Walk.cons hvx.symm (.cons hvu .nil)).support := by simp
  rw [heq] at hm
  have hm' := SimpleGraph.Walk.support_bypass_subset_support _ hm
  rw [SimpleGraph.Walk.mem_support_append_iff, SimpleGraph.Walk.support_reverse,
    List.mem_reverse] at hm'
  exact hv (hm'.elim (hwx v) (hwu v))
```

## (f) Summing away an attached site

Let $v\notin U$ have exactly one neighbour $u$ in $U$, and let $\varphi$ not depend on $s_v$. Show that $\sum_s\varphi W_{U\cup\{v\}}=\sum_s\varphi W_U$.

By (d), the left side has one extra factor, $g_{uv}$. Since $v\notin U$, only this factor and $p_v$ depend on $s_v$. With the other sites fixed,
$$\sum_c p_v(c)\frac{p_{uv}(s_u,c)}{p_u(s_u)p_v(c)}=\frac{p_u(s_u)}{p_u(s_u)}=1=\sum_cp_v(c).$$
Now apply (c). The steps `h1` and `h2` compute the two summands.

```lean
/-- If a site outside a cluster has exactly one neighbour in it, the correlation factor of the
joining edge drops out of the sum of every observable that does not depend on that site. -/
theorem sum_attach (D : PairFamily G S) {U : Finset V} {u v : V} (hu : u ∈ U) (hv : v ∉ U)
    (hvu : G.Adj v u) (huniq : ∀ x ∈ U, G.Adj v x → x = u) (φ : (V → S) → ℝ)
    (hφ : ∀ s c, φ (update s v c) = φ s) :
    ∑ s, φ s * D.clusterWeight (insert v U) s = ∑ s, φ s * D.clusterWeight U s := by
  apply sum_eq_of_site_sum v
  intro s
  have hR : ∀ c, ∏ w, D.site w (update s v c w)
      = D.site v c * ∏ w ∈ univ.erase v, D.site w (s w) := by
    intro c
    rw [← mul_prod_erase univ _ (mem_univ v), update_self]
    congr 1
    exact prod_congr rfl fun w hw => by rw [update_of_ne (ne_of_mem_erase hw)]
  have hK : ∀ c, ∏ e ∈ clusterEdges G U, D.corr (update s v c) e
      = ∏ e ∈ clusterEdges G U, D.corr s e := by
    refine fun c => prod_congr rfl fun e he => ?_
    induction e using Sym2.ind with
    | _ x y =>
      have h := mk_mem_sym2_iff.1 (mem_filter.1 he).2
      have hx : x ≠ v := fun h' => hv (h' ▸ h.1)
      have hy : y ≠ v := fun h' => hv (h' ▸ h.2)
      simp [PairFamily.corr, PairFamily.edgeWeight, endProd, hx, hy]
  have hC : ∀ c, D.corr (update s v c) s(v, u)
      = D.pair u v (s u) c / (D.site v c * D.site u (s u)) := by
    intro c
    rw [D.pair_symm u v]
    simp [PairFamily.corr, PairFamily.edgeWeight, endProd, hvu.ne']
  have hnot : s(v, u) ∉ clusterEdges G U := by simp [clusterEdges, hv]
  have hne := (D.site_pos u (s u)).ne'
  set R := ∏ w ∈ univ.erase v, D.site w (s w)
  set K := ∏ e ∈ clusterEdges G U, D.corr s e
  have h1 : ∀ c, φ (update s v c) * D.clusterWeight (insert v U) (update s v c)
      = φ s * R * K / D.site u (s u) * D.pair u v (s u) c := by
    intro c
    have hvc := (D.site_pos v c).ne'
    rw [PairFamily.clusterWeight, hφ, hR, clusterEdges_insert hu hvu huniq,
      prod_insert hnot, hK, hC]
    have key : D.site v c * (D.pair u v (s u) c / (D.site v c * D.site u (s u)))
        = D.pair u v (s u) c / D.site u (s u) := by field_simp
    linear_combination (φ s * R * K) * key
  have h2 : ∀ c, φ (update s v c) * D.clusterWeight U (update s v c)
      = φ s * R * K * D.site v c := by
    intro c
    rw [PairFamily.clusterWeight, hφ, hR, hK]
    ring
  rw [sum_congr rfl fun c _ => h1 c, sum_congr rfl fun c _ => h2 c, ← mul_sum, ← mul_sum,
    D.pair_sum u v hvu.symm, D.site_sum, div_mul_cancel₀ _ hne, mul_one]
```

## (g) Observables on a connected cluster

On a tree, let $\varphi$ depend only on the species in a nonempty connected cluster $U$. Show that $\sum_s\varphi B=\sum_s\varphi W_U$.

Use induction on the number of sites outside $U$. If there are none, this is (b). Otherwise some edge leaves $U$ (`exists_boundary_dart`). Attach its outer end: by (e) and (f) the sum is unchanged, and the cluster stays connected.

```lean
/-- On a tree, the Bethe sum of an observable that depends only on a connected cluster needs
only the correlation factors inside that cluster. -/
theorem sum_eq_cluster (D : PairFamily G S) (hG : G.IsTree) (r : V) (φ : (V → S) → ℝ)
    (U : Finset V) (hr : r ∈ U)
    (hU : ∀ x ∈ U, ∃ w : G.Walk x r, ∀ z ∈ w.support, z ∈ U)
    (hφ : ∀ v ∉ U, ∀ s c, φ (update s v c) = φ s) :
    ∑ s, φ s * D.betheWeight s = ∑ s, φ s * D.clusterWeight U s := by
  induction hn : Uᶜ.card generalizing U with
  | zero =>
    have h : U = univ := by simpa using hn
    simp only [betheWeight_eq, h]
  | succ n ih =>
    obtain ⟨x, hx⟩ := card_pos.1 (by omega : 0 < Uᶜ.card)
    obtain ⟨w⟩ := hG.1.preconnected r x
    -- some edge leaves the cluster; attach its outer end
    obtain ⟨d, -, hu, hv⟩ := w.exists_boundary_dart (U : Set V) (by simpa using hr)
      (by simpa using hx)
    have hu' : d.fst ∈ U := by simpa using hu
    have hv' : d.snd ∉ U := by simpa using hv
    have hadj : G.Adj d.snd d.fst := d.adj.symm
    rw [← sum_attach D hu' hv' hadj
      (fun y hy h => unique_neighbour hG.2 hU hv' hu' hy hadj h) φ (hφ _ hv')]
    apply ih
    · exact mem_insert_of_mem hr
    · intro y hy
      rcases mem_insert.1 hy with rfl | hy
      · obtain ⟨p, hp⟩ := hU _ hu'
        refine ⟨.cons hadj p, fun z hz => ?_⟩
        rw [SimpleGraph.Walk.support_cons, List.mem_cons] at hz
        exact mem_insert.2 (hz.imp id (hp z))
      · obtain ⟨p, hp⟩ := hU y hy
        exact ⟨p, fun z hz => mem_insert_of_mem (hp z hz)⟩
    · exact fun v h => hφ v fun h' => h (mem_insert_of_mem h')
    · have h := card_compl_add_card U
      have h' := card_compl_add_card (insert d.snd U)
      rw [card_insert_of_notMem hv'] at h'
      omega
```

## (h) Normalisation and edge marginals

On a tree, show that $B\ge0$, $\sum_sB(s)=1$ and, for every edge $ij$,
$$\sum_{s:\,s_i=a,\,s_j=b}B(s)=p_{ij}(a,b).$$

All factors of $B$ are nonnegative. Taking $U=\{r\}$ and $\varphi=1$ in (g) gives $\sum_sB=\prod_v\sum_cp_v(c)=1$. Taking $U=\{i,j\}$ and the indicator of $s_i=a,s_j=b$ gives
$$p_i(a)p_j(b)\,\frac{p_{ij}(a,b)}{p_i(a)p_j(b)}=p_{ij}(a,b).$$
Lean's `f` absorbs the indicator into the site factors, so that the sum factorises.

```lean
/-- On a finite tree, the Bethe weight of a locally consistent family with positive site
distributions is a probability distribution with exactly the given edge marginals. -/
theorem bethe_tree [DecidableEq S] (D : PairFamily G S) (hG : G.IsTree) :
    (∀ s, 0 ≤ D.betheWeight s) ∧ ∑ s, D.betheWeight s = 1 ∧
    ∀ i j, G.Adj i j → ∀ a b,
      ∑ s with s i = a ∧ s j = b, D.betheWeight s = D.pair i j a b := by
  have hsum : ∀ f : V → S → ℝ, ∑ s : V → S, ∏ v, f v (s v) = ∏ v, ∑ c, f v c := fun f => by
    rw [prod_univ_sum, Fintype.piFinset_univ]
  have hE : ∀ r, clusterEdges G {r} = ∅ := by
    refine fun r => eq_empty_of_forall_notMem fun e he => ?_
    induction e using Sym2.ind with
    | _ x y =>
      have h := mem_filter.1 he
      have hxy := mk_mem_sym2_iff.1 h.2
      have hadj : G.Adj x y := by simpa using h.1
      exact hadj.ne ((mem_singleton.1 hxy.1).trans (mem_singleton.1 hxy.2).symm)
  refine ⟨fun s => ?_, ?_, fun i j hij a b => ?_⟩
  · refine div_nonneg (prod_nonneg fun e he => ?_)
      (prod_nonneg fun v _ => zpow_nonneg (D.site_pos v (s v)).le _)
    induction e using Sym2.ind with
    | _ x y => exact D.pair_nonneg x y (by simpa using he) (s x) (s y)
  · -- a single site as cluster gives the normalisation
    obtain ⟨r⟩ := hG.1.nonempty
    have h := sum_eq_cluster D hG r (fun _ => 1) {r} (mem_singleton_self r)
      (fun x hx => by
        obtain rfl := mem_singleton.1 hx
        exact ⟨.nil, by simp⟩) (fun _ _ _ _ => rfl)
    simp only [one_mul, PairFamily.clusterWeight, hE, prod_empty, mul_one] at h
    rw [h, hsum]
    simp [D.site_sum]
  · -- a single edge as cluster gives its marginal
    have h := sum_eq_cluster D hG j (fun s => if s i = a ∧ s j = b then 1 else 0)
      (insert i {j}) (by simp)
      (fun x hx => by
        rcases mem_insert.1 hx with rfl | hx
        · exact ⟨.cons hij .nil, by simp⟩
        · obtain rfl := mem_singleton.1 hx
          exact ⟨.nil, by simp⟩)
      (fun v hv s c => by
        have hi : i ≠ v := fun h => hv (by simp [h])
        have hj : j ≠ v := fun h => hv (by simp [h])
        simp only [update_of_ne hi, update_of_ne hj])
    let f : V → S → ℝ := fun v c => D.site v c *
      ((if v = i then (if c = a then 1 else 0) else 1) *
        (if v = j then (if c = b then 1 else 0) else 1))
    have hf : ∀ s : V → S, (if s i = a ∧ s j = b then (1 : ℝ) else 0) * ∏ v, D.site v (s v)
        = ∏ v, f v (s v) := by
      intro s
      simp only [f, prod_mul_distrib, prod_ite_eq', mem_univ, if_true]
      by_cases h1 : s i = a <;> by_cases h2 : s j = b <;> simp [h1, h2]
    have hind : ∑ s : V → S, ∏ v, f v (s v) = D.site i a * D.site j b := by
      rw [hsum, Fintype.prod_eq_mul i j hij.ne
        (fun v hv => by simp [f, hv.1, hv.2, D.site_sum])]
      simp [f, hij.ne, hij.ne']
    have hw : ∀ s : V → S, (if s i = a ∧ s j = b then (1 : ℝ) else 0) *
        D.clusterWeight (insert i {j}) s
        = (∏ v, f v (s v)) * (D.pair i j a b / (D.site i a * D.site j b)) := by
      intro s
      rw [← hf, PairFamily.clusterWeight, clusterEdges_insert (mem_singleton_self j) hij
        (fun x hx _ => mem_singleton.1 hx), hE, prod_insert (notMem_empty _), prod_empty, mul_one]
      by_cases hs : s i = a ∧ s j = b
      · obtain ⟨rfl, rfl⟩ := hs
        simp [PairFamily.corr, PairFamily.edgeWeight, endProd]
      · simp [hs]
    rw [sum_congr rfl fun s _ => hw s, ← sum_mul, hind,
      mul_div_cancel₀ _ (mul_pos (D.site_pos i a) (D.site_pos j b)).ne'] at h
    rw [← h, sum_filter]
    simp only [boole_mul]
```

To sample from $B$ on a finite tree, one can draw the root species from $p_r$ and move outward, choosing $b$ next to $a$ with probability $p_{ij}(a,b)/p_i(a)$. These conditional probabilities sum to one, which is the cancellation in (f). By (h), the entropy of $B$ on a tree is the sum of the edge entropies minus $d_i-1$ times the entropy of each site $i$. The pair approximation for alloys keeps this expression on crystal lattices, whose closed loops violate the tree hypothesis.

## (i) Correlated Ising pairs

Give both spin values probability $1/2$, each of the two like pairs (up–up, down–down) probability $(1+t)/4$, and each of the two unlike pairs $(1-t)/4$. Here $t$ is the nearest-neighbour correlation, not a temperature, and $|t|\le1$.

```lean
/-- Ising pairs at equal composition with nearest-neighbour correlation `t`, `|t| ≤ 1`. -/
noncomputable def isingFamily (G : SimpleGraph V) (t : ℝ) (ht : |t| ≤ 1) :
    PairFamily G Bool where
  site _ _ := 1 / 2
  pair _ _ a b := if a = b then (1 + t) / 4 else (1 - t) / 4
  site_pos _ _ := by norm_num
  site_sum _ := by rw [Fintype.sum_bool]; norm_num
  pair_symm _ _ a b := by cases a <;> cases b <;> simp
  pair_nonneg _ _ _ a b := by
    have h := abs_le.1 ht
    split_ifs <;> linarith
  pair_sum _ _ _ a := by cases a <;> simp <;> ring
```

For $t\ne0$, show that $p_{ij}(a,b)\ne p_i(a)p_j(b)$.

The product is $1/4$; the pair probability differs from it by $\pm t/4$.

```lean
omit [Fintype V] [DecidableEq V] [DecidableRel G.Adj] in
/-- For nonzero `t` the Ising pair distributions differ from the product of their site
distributions. -/
theorem isingFamily_witness (t : ℝ) (ht : |t| ≤ 1) (h0 : t ≠ 0) (i j : V) (a b : Bool) :
    (isingFamily G t ht).pair i j a b
      ≠ (isingFamily G t ht).site i a * (isingFamily G t ht).site j b := by
  intro h
  apply h0
  simp only [isingFamily] at h
  split_ifs at h <;> linarith
```

## (j) An antiferromagnetic triangle

Put $t=-1$ on a triangle. Show that $B(s)=0$ for every $s$.

Two of the three spins are equal, and their edge has probability $(1+t)/4=0$. The normalisation in (h) therefore fails on this connected graph with a cycle. These pair probabilities are not physically admissible: each edge is consistent with its sites, but no joint distribution of three spins makes all three pairs unlike. The cycle also spoils the normalisation for admissible pairs: on the triangle $\sum_sB(s)=1+t^3$, which is $9/8$ at $t=1/2$.

```lean
/-- On a triangle with perfectly anticorrelated Ising pairs the Bethe weight of every
configuration is zero. -/
theorem triangle_betheWeight (s : Fin 3 → Bool) :
    (isingFamily (⊤ : SimpleGraph (Fin 3)) (-1) (by norm_num)).betheWeight s = 0 := by
  -- two of the three sites carry the same spin
  obtain ⟨i, j, hij, h⟩ := Fintype.exists_ne_map_eq_of_card_lt s (by simp)
  rw [PairFamily.betheWeight, prod_eq_zero (i := s(i, j)) (by simp [hij])
    (by simp [PairFamily.edgeWeight, isingFamily, h]), zero_div]

end BetheTree
```

```lean
#print axioms BetheTree.bethe_tree
#print axioms BetheTree.triangle_betheWeight
```

```
'BetheTree.bethe_tree' depends on axioms: [propext, Classical.choice, Quot.sound]
'BetheTree.triangle_betheWeight' depends on axioms: [propext, Classical.choice, Quot.sound]
```
